# Born current density of an electron coupled to a vibration as gain minus loss by emission and absorption

The theorem `born_current_eq` says that the current density tr(S<sup>&lt;</sup>G<sup>&gt;</sup> − S<sup>&gt;</sup>G<sup>&lt;</sup>) at energy E, with the Born self-energies of one vibration of quantum w, is a gain minus a loss. The gain comes from emission E + w → E, weighted by n + 1, and absorption E − w → E, weighted by n; the loss comes from emission E → E − w and absorption E → E + w, with the same weights. The energies form a cyclic grid and the matrices are finite, while the coupling M, the two Green functions and the complex number n are arbitrary. The proof expands both sides into traces, exchanges the Green functions in the two loss terms by cyclicity of the trace, and leaves the rest to `ring`.

The failing Lean file:

```lean
import Mathlib

open Matrix

namespace BornVibrationCurrent

noncomputable section

/-- A matrix-valued function on a cyclic grid of `N` energies. -/
abbrev Spectrum (N : ℕ) (d : Type*) := ZMod N → Matrix d d ℂ

variable {N : ℕ} {d : Type*} [Fintype d]

/-- The lesser Born self-energy of a vibration with coupling `M`, quantum `w` and occupation `n`. -/
def bornLesser (M : Matrix d d ℂ) (n : ℂ) (w : ZMod N) (Gl : Spectrum N d) : Spectrum N d :=
  fun E => M * ((n + 1) • Gl (E + w) + n • Gl (E - w)) * M

/-- The greater Born self-energy of a vibration with coupling `M`, quantum `w` and occupation `n`. -/
def bornGreater (M : Matrix d d ℂ) (n : ℂ) (w : ZMod N) (Gg : Spectrum N d) : Spectrum N d :=
  fun E => M * ((n + 1) • Gg (E - w) + n • Gg (E + w)) * M

/-- The current density `tr(S< G> - S> G<)` at energy `E` due to the self-energies `S<`, `S>`. -/
def current (Sl Sg Gl Gg : Spectrum N d) (E : ZMod N) : ℂ :=
  trace (Sl E * Gg E - Sg E * Gl E)

/-- The trace for an electron going from `E + w` down to `E`. -/
def emission (M : Matrix d d ℂ) (w : ZMod N) (Gl Gg : Spectrum N d) (E : ZMod N) : ℂ :=
  trace (M * Gl (E + w) * M * Gg E)

/-- The trace for an electron going from `E` up to `E + w`. -/
def absorption (M : Matrix d d ℂ) (w : ZMod N) (Gl Gg : Spectrum N d) (E : ZMod N) : ℂ :=
  trace (M * Gl E * M * Gg (E + w))

/-- The vibrational current density at `E` is the gain minus the loss by emission and
absorption. -/
theorem born_current_eq (M : Matrix d d ℂ) (n : ℂ) (w : ZMod N) (Gl Gg : Spectrum N d)
    (E : ZMod N) :
    current (bornLesser M n w Gl) (bornGreater M n w Gg) Gl Gg E =
      ((n + 1) * emission M w Gl Gg E + n * absorption M w Gl Gg (E - w)) -
      ((n + 1) * emission M w Gl Gg (E - w) + n * absorption M w Gl Gg E) := by
  -- cyclicity of the trace exchanges the two Green functions
  have c : ∀ X Y : Matrix d d ℂ, trace (M * X * M * Y) = trace (M * Y * M * X) := by
    intro X Y
    simpa only [← mul_assoc] using Matrix.trace_mul_comm (M * X) (M * Y)
  simp only [current, bornLesser, bornGreater, emission, absorption, sub_add_cancel,
    Matrix.mul_add, Matrix.add_mul, Matrix.mul_smul, Matrix.smul_mul, Matrix.trace_sub,
    Matrix.trace_add, Matrix.trace_smul, smul_eq_mul]
  rw [c (Gg (E - w)) (Gl E), c (Gg (E + w)) (Gl E)]
  ring

end

end BornVibrationCurrent
```

Lean reports:

```
Main.lean:49:2: error: No goals to be solved
```

Diagnosis. The message "No goals to be solved" is for the last line, `ring`: the proof is already complete when Lean gets there.

The `simp only` call unfolds the definitions, distributes the products and traces, and uses `sub_add_cancel` to turn `E - w + w` into `E`. The gain terms then agree on both sides, and the loss terms differ only in the order of the Green functions. The two rewrites with `c` put `Gl E` before `Gg (E - w)` and `Gg (E + w)` on the left, just as on the right. Both sides are now the same expression, with the terms in the same order, so there is no algebra left to do. After its last rewrite, `rw` tries `rfl`, which closes the goal.

A tactic such as `ring` needs a goal to work on, and fails without one. The diff deletes that line, and the proof ends with `rw`.

The mended proof, as a diff:

```diff
@@ -47,5 +47,4 @@
     Matrix.trace_add, Matrix.trace_smul, smul_eq_mul]
   rw [c (Gg (E - w)) (Gl E), c (Gg (E + w)) (Gl E)]
-  ring
 
 end
```
